# Two resolved absorption lines of equal strength and damping peak inside their true frequencies

Reading two excitation frequencies off the tops of two overlapping Lorentzian peaks in an absorption spectrum gives a splitting that is too small, even when the signal is free of noise. For equally strong lines at frequencies $\pm d$, measured from their midpoint, with common damping $g$, where $0<g<\sqrt3\,d$, the following Lean file determines the positions of the highest points exactly and bounds the error.

```lean
import Mathlib

open Real

namespace DampedDoublet

noncomputable section

/-- The spectrum of two equally strong lines at frequencies `d` and `-d` with common damping `g`,
for `g ≠ 0`. -/
def doublet (d g x : ℝ) : ℝ :=
  1 / ((x - d) ^ 2 + g ^ 2) + 1 / ((x + d) ^ 2 + g ^ 2)

/-- The candidate for the squared frequency of the visible peaks. -/
def peakSq (d g : ℝ) : ℝ :=
  2 * d * √(d ^ 2 + g ^ 2) - d ^ 2 - g ^ 2

/-- The candidate for the height of the visible peaks, for `d > 0` and `g ≠ 0`. -/
def peakHeight (d g : ℝ) : ℝ :=
  1 / (2 * d * (√(d ^ 2 + g ^ 2) - d))

/-- For nonzero damping, here `g > 0`, the length `√(d² + g²)` exceeds the line frequency `d`. -/
theorem lt_sqrt_add {d g : ℝ} (hg : 0 < g) : d < √(d ^ 2 + g ^ 2) := by
  apply Real.lt_sqrt_of_sq_lt
  have := pow_pos hg 2
  linarith

/-- For `d, g > 0`, the amount by which the spectrum at `x` stays below `peakHeight` is a perfect
square divided by a product of the denominators. -/
theorem height_gap {d g : ℝ} (hd : 0 < d) (hg : 0 < g) (x : ℝ) :
    peakHeight d g - doublet d g x =
      (x ^ 2 - peakSq d g) ^ 2 /
        (2 * d * (√(d ^ 2 + g ^ 2) - d) *
          (((x - d) ^ 2 + g ^ 2) * ((x + d) ^ 2 + g ^ 2))) := by
  -- combine three reciprocals over a common denominator
  have key : ∀ A B C : ℝ, A ≠ 0 → B ≠ 0 → C ≠ 0 →
      1 / C - (1 / A + 1 / B) = (A * B - C * (A + B)) / (C * (A * B)) := by
    intro A B C hA hB hC
    rw [div_add_div _ _ hA hB, div_sub_div _ _ hC (mul_ne_zero hA hB)]
    congr 1
    ring
  have hsd := lt_sqrt_add (d := d) hg
  have hs : g ^ 2 = √(d ^ 2 + g ^ 2) ^ 2 - d ^ 2 := by
    rw [Real.sq_sqrt (by positivity)]
    ring
  unfold peakHeight doublet peakSq
  generalize √(d ^ 2 + g ^ 2) = s at hs hsd ⊢
  have hA : (x - d) ^ 2 + g ^ 2 ≠ 0 := by positivity
  have hB : (x + d) ^ 2 + g ^ 2 ≠ 0 := by positivity
  have hC : 2 * d * (s - d) ≠ 0 :=
    (mul_pos (by positivity) (sub_pos.2 hsd)).ne'
  rw [key _ _ _ hA hB hC]
  congr 1
  -- the numerator is a perfect square once `g²` is eliminated
  rw [hs]
  ring

/-- For `d, g > 0`, the spectrum nowhere exceeds `peakHeight`. -/
theorem doublet_le {d g : ℝ} (hd : 0 < d) (hg : 0 < g) (x : ℝ) :
    doublet d g x ≤ peakHeight d g := by
  have hu := sub_pos.2 (lt_sqrt_add (d := d) hg)
  rw [← sub_nonneg, height_gap hd hg x]
  exact div_nonneg (sq_nonneg _)
    (mul_nonneg (mul_nonneg (by positivity) hu.le) (by positivity))

/-- For `d, g > 0`, the spectrum reaches `peakHeight` exactly at the frequencies whose square is
`peakSq`. -/
theorem doublet_eq_iff {d g : ℝ} (hd : 0 < d) (hg : 0 < g) (x : ℝ) :
    doublet d g x = peakHeight d g ↔ x ^ 2 = peakSq d g := by
  have hu := sub_pos.2 (lt_sqrt_add (d := d) hg)
  have hden : 2 * d * (√(d ^ 2 + g ^ 2) - d) *
      (((x - d) ^ 2 + g ^ 2) * ((x + d) ^ 2 + g ^ 2)) ≠ 0 :=
    (mul_pos (mul_pos (by positivity) hu) (by positivity)).ne'
  have hgap := height_gap hd hg x
  constructor
  · intro h
    rw [h, sub_self] at hgap
    rcases div_eq_zero_iff.1 hgap.symm with h0 | h0
    · exact sub_eq_zero.1 (pow_eq_zero_iff (two_ne_zero)|>.1 h0)
    · exact absurd h0 hden
  · intro h
    have h0 : (x ^ 2 - peakSq d g) ^ 2 = 0 := by
      rw [h]
      ring
    rw [h0, zero_div] at hgap
    linarith

/-- For `d > 0` and damping `0 < g < √3 d`, the squared peak frequency `peakSq` is positive. -/
theorem peakSq_pos {d g : ℝ} (hd : 0 < d) (hg : 0 < g) (h : g < √3 * d) :
    0 < peakSq d g := by
  have h3 : √3 ^ 2 = (3 : ℝ) := Real.sq_sqrt (by norm_num)
  have hg2 : g ^ 2 < 3 * d ^ 2 := by
    have h1 : g ^ 2 < (√3 * d) ^ 2 := by gcongr
    rwa [mul_pow, h3] at h1
  have hs : √(d ^ 2 + g ^ 2) ^ 2 = d ^ 2 + g ^ 2 := Real.sq_sqrt (by positivity)
  have hs0 : 0 < √(d ^ 2 + g ^ 2) := hd.trans (lt_sqrt_add hg)
  have hs2 : √(d ^ 2 + g ^ 2) < 2 * d := by
    rw [Real.sqrt_lt' (by positivity)]
    linarith [mul_pow 2 d 2]
  -- `peakSq = s (2d - s)` with `s = √(d² + g²)`
  have hmul := mul_pos hs0 (sub_pos.2 hs2)
  unfold peakSq
  linarith [show √(d ^ 2 + g ^ 2) * (2 * d - √(d ^ 2 + g ^ 2)) =
    2 * d * √(d ^ 2 + g ^ 2) - √(d ^ 2 + g ^ 2) ^ 2 by ring]

/-- For `d > 0` and damping `0 < g < √3 d`, the global maxima of the spectrum are exactly the
frequencies `x` with `x² = 2d √(d² + g²) - d² - g²`. -/
theorem isGlobalMax_iff {d g : ℝ} (hd : 0 < d) (hg : 0 < g) (h : g < √3 * d) (x : ℝ) :
    (∀ y, doublet d g y ≤ doublet d g x) ↔
      x ^ 2 = 2 * d * √(d ^ 2 + g ^ 2) - d ^ 2 - g ^ 2 := by
  change _ ↔ x ^ 2 = peakSq d g
  rw [← doublet_eq_iff hd hg x]
  constructor
  · intro hx
    -- the upper bound is attained at the square root of `peakSq`
    have htop := (doublet_eq_iff hd hg (√(peakSq d g))).2
      (Real.sq_sqrt (peakSq_pos hd hg h).le)
    exact le_antisymm (doublet_le hd hg x) (htop ▸ hx (√(peakSq d g)))
  · intro hx y
    rw [hx]
    exact doublet_le hd hg y

/-- For `d > 0` and damping `0 < g < √3 d`, every global maximum lies strictly between the two
true line frequencies, and its inward shift is less than `g⁴ / (4 d³)`. -/
theorem peaks_pulled_together {d g x : ℝ} (hd : 0 < d) (hg : 0 < g) (h : g < √3 * d)
    (hx : ∀ y, doublet d g y ≤ doublet d g x) :
    |x| < d ∧ d - |x| < g ^ 4 / (4 * d ^ 3) := by
  have hpos := (isGlobalMax_iff hd hg h x).1 hx
  have hs : √(d ^ 2 + g ^ 2) ^ 2 = d ^ 2 + g ^ 2 := Real.sq_sqrt (by positivity)
  have hsd := lt_sqrt_add (d := d) hg
  generalize √(d ^ 2 + g ^ 2) = s at hpos hs hsd
  have hu : 0 < s - d := sub_pos.2 hsd
  have hu2 : 0 < (s - d) ^ 2 := pow_pos hu 2
  -- the squared frequency is lowered by `(s - d)²`
  have hxu : x ^ 2 = d ^ 2 - (s - d) ^ 2 := by linear_combination hpos + hs
  have hlt : |x| < d := abs_lt_of_sq_lt_sq (by linarith) hd.le
  refine ⟨hlt, ?_⟩
  have h1 : 2 * d * (s - d) < g ^ 2 := by nlinarith
  have h2 : (d - |x|) * d ≤ (s - d) ^ 2 := by
    nlinarith [mul_nonneg (sub_nonneg.2 hlt.le) (abs_nonneg x), sq_abs x]
  have h0 : 0 ≤ 2 * d * (s - d) := mul_nonneg (by positivity) hu.le
  rw [lt_div_iff₀ (by positivity)]
  calc (d - |x|) * (4 * d ^ 3) = 4 * d ^ 2 * ((d - |x|) * d) := by ring
    _ ≤ 4 * d ^ 2 * (s - d) ^ 2 := mul_le_mul_of_nonneg_left h2 (by positivity)
    _ = (2 * d * (s - d)) ^ 2 := by ring
    _ < (g ^ 2) ^ 2 := by gcongr
    _ = g ^ 4 := by ring

/-- For `d, g > 0`, `peakHeight` exceeds the height `1 / g²` of a single isolated line. -/
theorem single_line_lt_peakHeight {d g : ℝ} (hd : 0 < d) (hg : 0 < g) :
    1 / g ^ 2 < peakHeight d g := by
  have hs : √(d ^ 2 + g ^ 2) ^ 2 = d ^ 2 + g ^ 2 := Real.sq_sqrt (by positivity)
  have hu := sub_pos.2 (lt_sqrt_add (d := d) hg)
  unfold peakHeight
  apply one_div_lt_one_div_of_lt (mul_pos (by positivity) hu)
  nlinarith [pow_pos hu 2]

end

end DampedDoublet
```

```lean
#print axioms DampedDoublet.peakSq_pos
-- 'DampedDoublet.peakSq_pos' depends on axioms: [propext, Classical.choice, Quot.sound]
#print axioms DampedDoublet.peaks_pulled_together
-- 'DampedDoublet.peaks_pulled_together' depends on axioms: [propext, Classical.choice, Quot.sound]
#print axioms DampedDoublet.single_line_lt_peakHeight
-- 'DampedDoublet.single_line_lt_peakHeight' depends on axioms: [propext, Classical.choice, Quot.sound]
```

## A damped signal with two frequencies

In real-time time-dependent density functional theory, a spectrum can be computed by following the dipole moment after a weak kick, multiplying the signal by a decaying exponential $e^{-gt}$ and taking the absorptive part of its Fourier transform. Each undamped oscillation then gives a Lorentzian with half-width $g$ at half maximum, together with a counterpart at the opposite frequency. The model used here neglects these counterparts and any frequency-dependent prefactor of the spectrum. For two lines with equal weights, with the frequency $x$ measured from their midpoint, the modelled spectrum is proportional to

$$
L(x)=\frac{1}{(x-d)^2+g^2}+\frac{1}{(x+d)^2+g^2}.
$$

This is `doublet d g x`. The true lines are at $x=d$ and $x=-d$, so their separation is $2d$. All three arguments are real numbers, in the same frequency unit. The common factor $g/\pi$ that would give each line unit area is left out; it changes the heights but not the positions of the maxima.

Two more definitions name the candidates for the answer. With $s=\sqrt{d^2+g^2}$, they are

$$
p=2ds-d^2-g^2,\qquad H=\frac{1}{2d(s-d)}.
$$

The first, `peakSq d g`, is a squared frequency, and the second, `peakHeight d g`, is a height. With unit-area lines the height would be $gH/\pi$.

## What is known about the maxima

The main theorem, `isGlobalMax_iff`, takes $d>0$, $g>0$ and $g<\sqrt3\,d$. It says that a frequency $x$ satisfies $L(y)\le L(x)$ for every real $y$ if and only if $x^2=p$. Since `peakSq_pos` gives $p>0$ under the same hypotheses, there are exactly two such frequencies, $\sqrt p$ and $-\sqrt p$.

The hypothesis `h : g < √3 * d` says that the damping is small enough, relative to the line separation, for the spectrum to have two separate highest points. When $g>\sqrt3\,d$, the number $p$ is negative and no real $x$ solves $x^2=p$. The file doesn't determine where the maximum lies in that regime.

The theorem `peaks_pulled_together` adds that every global maximizer $x$ in the resolved regime satisfies

$$
|x|<d,\qquad d-|x|<\frac{g^4}{4d^3}.
$$

The visible splitting $2|x|$ is therefore smaller than the true splitting $2d$, and the bound on the inward shift is of fourth order in the damping. For $g\ll d$ the shift itself is close to $g^4/(8d^3)$, half the bound; this estimate is not part of the file. Finally, `single_line_lt_peakHeight` states that $H>1/g^2$, the maximum of one line on its own. This inequality holds for all positive $d$ and $g$, and in the resolved regime $H$ is the height that the two peaks actually reach.

In this model the frequencies $\pm d$ are exact, so the displacement comes from the overlap of the line shapes alone. The result doesn't carry over to the power spectrum, where the complex amplitudes of the two lines are added before the modulus is squared. The model leaves out unequal strengths or dampings, further lines, a finite propagation time and a discrete frequency grid. It also says nothing about how well an approximate functional predicts $d$.

## A perfect square below the maximum height

The positions can be found without differentiating. Write the two denominators as

$$
A=(x-d)^2+g^2,\qquad B=(x+d)^2+g^2,
$$

and put $C=2d(s-d)$, so that $H=1/C$. Since $g>0$, we have $s>d$, and all three quantities are positive. A common denominator gives

$$
H-L(x)=\frac{AB-C(A+B)}{C\,AB}.
$$

Now let $q=x^2+s^2$. Because $s^2=d^2+g^2$, the denominators are $A=q-2dx$ and $B=q+2dx$. Hence $A+B=2q$ and $AB=q^2-4d^2x^2$. Substituting $x^2=q-s^2$ turns the numerator into

$$
\begin{aligned}
AB-C(A+B)
&=q^2-4d^2(q-s^2)-4d(s-d)q\\
&=q^2-4dsq+4d^2s^2\\
&=(q-2ds)^2\\
&=(x^2-p)^2.
\end{aligned}
$$

The last step uses $p=2ds-s^2$. The gap $H-L(x)$ is therefore never negative, and it vanishes exactly when $x^2=p$.

It remains to see that some real frequency reaches $H$. From $g<\sqrt3\,d$ we get $s^2=d^2+g^2<4d^2$, so $s<2d$. Then

$$
p=s(2d-s)>0,
$$

and $L(\sqrt p)=H$. If $x$ is any global maximizer, $L(x)$ is at least $L(\sqrt p)=H$ and at most $H$, so $L(x)=H$ and $x^2=p$. Conversely, any $x$ with $x^2=p$ reaches the upper bound and is a global maximizer.

In Lean, `height_gap` contains the identity. Its local statement `key` combines the three reciprocals, and `generalize` replaces the square root by a letter `s`, of which only $g^2=s^2-d^2$ and $d<s$ are kept. After `congr 1` has reduced the goal to the numerators, `rw [hs]` eliminates $g^2$ and `ring` verifies the perfect square. The bound $d<s$ comes from `lt_sqrt_add`.

The next two theorems read off the consequences: `doublet_le` uses the sign of the quotient, and `doublet_eq_iff` uses the fact that a quotient with nonzero denominator vanishes only if its numerator does. The proof of `peakSq_pos` follows the factorisation $s(2d-s)$. In `isGlobalMax_iff`, the forward direction compares $x$ with the trial frequency `√(peakSq d g)`, and `le_antisymm` joins the two inequalities into $L(x)=H$.

## The size of the inward shift

The squared peak position can also be written as

$$
x^2=2ds-s^2=d^2-(s-d)^2.
$$

Since $s-d>0$, this gives $x^2<d^2$ and so $|x|<d$.

For the size of the shift, note that $|x|(d-|x|)\ge0$, which means $x^2\le d|x|$. Therefore

$$
d(d-|x|)=d^2-d|x|\le d^2-x^2=(s-d)^2.
$$

On the other hand,

$$
g^2=s^2-d^2=2d(s-d)+(s-d)^2>2d(s-d).
$$

Multiplying the first estimate by $4d^2$ and squaring the second, whose two sides are positive, yields

$$
4d^3(d-|x|)\le\bigl(2d(s-d)\bigr)^2<g^4.
$$

Division by $4d^3$ gives the stated bound.

The proof of `peaks_pulled_together` takes the same steps, except that it proves the second estimate before the first. It obtains the formula for $x^2$ by `linear_combination`, and `abs_lt_of_sq_lt_sq` turns the comparison of squares into $|x|<d$. The fact `h2` is the first estimate and `h1` the second, and the final `calc` block chains them together.

The inequality $2d(s-d)<g^2$ also settles the height: taking reciprocals of these positive numbers gives $H>1/g^2$. This is the proof of `single_line_lt_peakHeight`, where `one_div_lt_one_div_of_lt` reverses the inequality and `nlinarith` supplies the comparison of the denominators. Physically, the wing of each line adds to the height of the other.
